# A double sum over the sites of a finite chain, grouped by separation

For a chain of `N` sites labelled 0 to `N` − 1, `sum_site_pairs` says that summing f(a − b) over all ordered pairs of sites gives the sum of (`N` − |j|) f(j) over the integers j with |j| < `N`. Here f is any complex function of the signed separation; the chain is finite with open ends, and no Hamiltonian or quantum state enters. The proof is by induction on `N`: a new end site adds its separations from the older sites, in both orders, and one zero separation with itself. An auxiliary fact, `hrow`, proved by its own induction, re-indexes the sum over separations between the new site and the older ones, and `sum_opposite_sites` pairs j with −j on the other side.

As first written in Lean, the proof fails:

```lean
import Mathlib

open Finset
open scoped ComplexOrder

namespace SumSitePairs

noncomputable section

/-- A sum over the integers from `-N` to `N` splits into the term at the origin and
pairs of opposite sites. -/
theorem sum_opposite_sites (g : ℤ → ℂ) (N : ℕ) :
    ∑ j ∈ Ioo (-((N : ℤ) + 1)) ((N : ℤ) + 1), g j
      = g 0 + ∑ k ∈ range N, (g ((k : ℤ) + 1) + g (-((k : ℤ) + 1))) := by
  induction N with
  | zero =>
    have h : Ioo (-(((0 : ℕ) : ℤ) + 1)) (((0 : ℕ) : ℤ) + 1) = {0} := by
      ext j
      simp only [mem_Ioo, mem_singleton]
      omega
    rw [h]
    simp
  | succ n ih =>
    have h : Ioo (-(((n + 1 : ℕ) : ℤ) + 1)) (((n + 1 : ℕ) : ℤ) + 1)
        = insert ((n : ℤ) + 1) (insert (-((n : ℤ) + 1))
            (Ioo (-((n : ℤ) + 1)) ((n : ℤ) + 1))) := by
      ext j
      simp only [mem_Ioo, mem_insert]
      omega
    rw [h, sum_insert (by simp only [mem_insert, mem_Ioo]; omega),
      sum_insert (by simp only [mem_Ioo]; omega), ih, sum_range_succ]
    ring

/-- Pair counting on a chain of `N` sites: in a double sum over sites, the separation `j` occurs
`N - |j|` times for `|j| < N`. -/
theorem sum_site_pairs (f : ℤ → ℂ) (N : ℕ) :
    ∑ a ∈ range N, ∑ b ∈ range N, f ((a : ℤ) - (b : ℤ))
      = ∑ j ∈ Ioo (-(N : ℤ)) N, ((N : ℂ) - ((|j| : ℤ) : ℂ)) * f j := by
  -- separations between a new end site and the older sites
  have hrow : ∀ (g : ℤ → ℂ) (m : ℕ),
      ∑ b ∈ range m, g ((m : ℤ) - (b : ℤ)) = ∑ k ∈ range m, g ((k : ℤ) + 1) := by
    intro g m
    induction m with
    | zero => simp
    | succ m ih =>
      rw [sum_range_succ', sum_range_succ, ← ih]
      congr 1
      · refine sum_congr rfl fun b _ => ?_
        congr 1
        omega
      · congr 1
        omega
  induction N with
  | zero => simp
  | succ n ih =>
    -- the window vanishes at separation n, so the range may be enlarged
    have hext : ∑ j ∈ Ioo (-(n : ℤ)) n, ((n : ℂ) - ((|j| : ℤ) : ℂ)) * f j
        = ∑ j ∈ Ioo (-((n : ℤ) + 1)) ((n : ℤ) + 1), ((n : ℂ) - ((|j| : ℤ) : ℂ)) * f j := by
      apply sum_subset
      · intro j hj
        simp only [mem_Ioo] at *
        omega
      · intro j hj hj'
        simp only [mem_Ioo] at hj hj'
        have h : |j| = (n : ℤ) := by
          rcases abs_cases j with h | h <;> omega
        rw [h]
        simp
    have hcol := hrow (fun x => f (-x)) n
    simp only [neg_sub] at hcol
    have hw : ∑ j ∈ Ioo (-((n + 1 : ℕ) : ℤ)) ((n + 1 : ℕ) : ℤ),
          (((n + 1 : ℕ) : ℂ) - ((|j| : ℤ) : ℂ)) * f j
        = ∑ j ∈ Ioo (-((n : ℤ) + 1)) ((n : ℤ) + 1), ((n : ℂ) - ((|j| : ℤ) : ℂ)) * f j
          + ∑ j ∈ Ioo (-((n : ℤ) + 1)) ((n : ℤ) + 1), f j := by
      rw [← sum_add_distrib]
      push_cast
      refine sum_congr rfl fun j _ => ?_
      ring
    rw [hw, sum_opposite_sites f n]
    simp only [sum_range_succ, sum_add_distrib]
    rw [ih, hext, hrow f n, hcol, sub_self (n : ℤ)]
    ring

end

end SumSitePairs
```

Messages:

```
Main.lean:51:6: error: No goals to be solved
```

Cause. The error is in the induction step of `hrow`, at the second bullet after `congr 1`. After the rewrites, each side is a sum over `range m` plus one last term, and the script expects `congr 1` to leave two goals, one for the sums and one for the last terms.

The last terms are `g` at `m + 1` minus zero, with `m + 1` cast from the naturals as a whole, and `g` at the cast of `m`, plus one. These integers are equal by definition, so `congr 1` closes that goal itself by reflexivity. Only the equality of the sums is left, and the first bullet proves it. The second bullet then has no goal to work on, which is what "No goals to be solved" reports.

The repair deletes the second bullet, and this cures the error. Removing the first bullet's dot and indentation is mere tidying, since only one goal remains there; its tactics are unchanged.

This version goes through:

```diff
@@ -46,9 +46,7 @@
       rw [sum_range_succ', sum_range_succ, ← ih]
       congr 1
-      · refine sum_congr rfl fun b _ => ?_
-        congr 1
-        omega
-      · congr 1
-        omega
+      refine sum_congr rfl fun b _ => ?_
+      congr 1
+      omega
   induction N with
   | zero => simp
```
